# Matched LAPW functions split into augmented waves and local orbitals when the sphere functions reach all boundary data

In the linearized augmented plane wave (LAPW) method, waves in the interstitial region are joined to radial functions inside an atomic sphere. Work in one angular-momentum channel $(l,m)$, and take one interstitial wave with amplitude $p$ whose component in that channel has value $2p$ and radial slope $3p$ at the sphere surface. Inside the sphere take three radial functions with values $1,0,1$ and slopes $0,1,1$, and call their coefficients $c_0,c_1,c_2$. Matching value and slope requires

$$c_0+c_2=2p,\qquad c_1+c_2=3p .$$

With $c_2=-q$ the solutions are

$$(p;c_0,c_1,c_2)=p\,(1;2,3,0)+q\,(0;1,1,-1).$$

The first vector is an augmented wave: the first two radial functions continue the interstitial wave into the sphere. The second is a local orbital, which vanishes in the interstitial and has zero value and slope at the sphere. There are $1+3-2=2$ free parameters. For example, $p=1$ and $c=(1,2,1)$ match, and $c=(2,3,0)-(1,1,-1)$.

## Waves, sphere functions and their boundary data

In general, $P$ is the space of interstitial waves, $W$ the space of sphere functions and $T$ the space of boundary data. All three are complex vector spaces. For value and slope in one angular-momentum channel, $T=\mathbb C^2$; matching higher derivatives as well, or several channels, gives a larger $T$.

In Lean 4 with Mathlib:

```lean
import Mathlib

open Module

namespace LAPWMatching

noncomputable section

variable {P W T : Type*} [AddCommGroup P] [Module ℂ P] [AddCommGroup W] [Module ℂ W]
  [AddCommGroup T] [Module ℂ T]
```

Linear maps $C:P\to T$ and $B:W\to T$ read off the boundary data. The jump across the sphere is $Cp-Bw$.

```lean
/-- The jump of the boundary data across the sphere, for an interstitial wave `p` with data `C p`
and a sphere function `w` with data `B w`. -/
def mismatch (C : P →ₗ[ℂ] T) (B : W →ₗ[ℂ] T) : P × W →ₗ[ℂ] T :=
  C ∘ₗ LinearMap.fst ℂ P W - B ∘ₗ LinearMap.snd ℂ P W
```

A pair is matched when its jump vanishes, so the matched pairs form the kernel of this map.

```lean
/-- The pairs (interstitial wave, sphere function) whose boundary data agree. -/
def matched (C : P →ₗ[ℂ] T) (B : W →ₗ[ℂ] T) : Submodule ℂ (P × W) :=
  LinearMap.ker (mismatch C B)
```

To continue every wave into the sphere, choose a linear map $s:T\to W$ that returns a sphere function with prescribed data. This means $Bs=1$, so $s$ is a right inverse of $B$. The augmented waves are the pairs $(p,sCp)$, which form the graph of $sC$. The definition below forms this graph for any linear $s$; its pairs are augmented waves when $Bs=1$, which the splitting theorem assumes.

```lean
/-- The graph of `s ∘ C`: each interstitial wave `p` is paired with the sphere function `s (C p)`,
for any linear map `s`. -/
def augmented (C : P →ₗ[ℂ] T) (s : T →ₗ[ℂ] W) : Submodule ℂ (P × W) :=
  (s ∘ₗ C).graph
```

The local orbitals are the pairs $(0,w)$ with $Bw=0$, that is, $0\times\ker B$.

```lean
/-- The local orbitals: zero in the interstitial, with vanishing boundary data in the sphere. -/
def localOrbitals (P : Type*) [AddCommGroup P] [Module ℂ P] (B : W →ₗ[ℂ] T) :
    Submodule ℂ (P × W) :=
  Submodule.prod ⊥ (LinearMap.ker B)
```

Since $Cp-Bw=0$ means $Cp=Bw$, membership in the kernel is the usual matching condition.

```lean
/-- A pair is matched exactly when the boundary data of its two parts are equal. -/
theorem mem_matched (C : P →ₗ[ℂ] T) (B : W →ₗ[ℂ] T) (x : P × W) :
    x ∈ matched C B ↔ C x.1 = B x.2 := by
  simp [matched, mismatch, sub_eq_zero]
```

## Subtracting the augmented wave

Both kinds of pair are matched: $B(sCp)=Cp$ for an augmented wave, and both sides are zero for a local orbital. Conversely, split a matched pair as

$$(p,w)=(p,sCp)+(0,\,w-sCp).$$

The remainder is a local orbital because

$$B(w-sCp)=Bw-Cp=0.$$

If a pair belongs to both subspaces, then $p=0$ and hence $w=sC0=0$. The sum is therefore direct.

In `matched_decomposition`, `⊔` is the sum of subspaces and `Disjoint` says that they meet only in zero. The first two bullets of the proof give the inclusions, the third performs the subtraction, and the last treats the intersection. No dimension needs to be finite here. A different right inverse $s$ can change the augmented waves but leaves the matched space unchanged.

```lean
/-- If `s` is a right inverse of the boundary map `B`, the matched pairs are the direct sum of the
augmented waves and the local orbitals. -/
theorem matched_decomposition (C : P →ₗ[ℂ] T) (B : W →ₗ[ℂ] T) (s : T →ₗ[ℂ] W)
    (hs : B ∘ₗ s = LinearMap.id) :
    augmented C s ⊔ localOrbitals P B = matched C B ∧
      Disjoint (augmented C s) (localOrbitals P B) := by
  have hBs : ∀ t, B (s t) = t := fun t => LinearMap.congr_fun hs t
  have hloc : ∀ x : P × W, x ∈ localOrbitals P B ↔ x.1 = 0 ∧ B x.2 = 0 := by
    intro x
    simp [localOrbitals, Submodule.mem_prod]
  have haug : ∀ x : P × W, x ∈ augmented C s ↔ x.2 = s (C x.1) := fun x => Iff.rfl
  refine ⟨le_antisymm (sup_le ?_ ?_) ?_, ?_⟩
  · intro x hx
    rw [mem_matched, (haug x).1 hx, hBs]
  · intro x hx
    obtain ⟨h1, h2⟩ := (hloc x).1 hx
    rw [mem_matched, h1, h2, map_zero]
  · -- subtract the augmented wave; what remains has no boundary data
    intro x hx
    have h := (mem_matched C B x).1 hx
    refine Submodule.mem_sup.2 ⟨(x.1, s (C x.1)), (haug _).2 rfl,
      (0, x.2 - s (C x.1)), (hloc _).2 ⟨rfl, ?_⟩, Prod.ext (by simp) (by simp)⟩
    change B (x.2 - s (C x.1)) = 0
    rw [map_sub, hBs, h, sub_self]
  · refine Submodule.disjoint_def.2 fun x hx hy => ?_
    have h1 := ((hloc x).1 hy).1
    exact Prod.ext h1 (((haug x).1 hx).trans (by simp [h1]))
```

## Counting the independent matching conditions

Because $Cp-Bw=Cp+B(-w)$, the possible jumps fill exactly $\operatorname{range}C+\operatorname{range}B$. For finite-dimensional $P$ and $W$, rank-nullity applied to the jump map gives

$$\dim(\text{matched})+\dim(\operatorname{range}C+\operatorname{range}B)=\dim P+\dim W .$$

The proof first establishes the equality of ranges, `hr`, and then inserts it into rank-nullity. `finrank` is the dimension.

```lean
/-- For arbitrary boundary maps, the dimension of the matched space plus the number of independent
boundary data produced by the two regions together is `dim P + dim W`. -/
theorem finrank_matched_add_rank [FiniteDimensional ℂ P] [FiniteDimensional ℂ W]
    (C : P →ₗ[ℂ] T) (B : W →ₗ[ℂ] T) :
    finrank ℂ (matched C B) + finrank ℂ ↥(LinearMap.range C ⊔ LinearMap.range B)
      = finrank ℂ P + finrank ℂ W := by
  -- the jumps fill the sum of the two ranges
  have hr : LinearMap.range (mismatch C B) = LinearMap.range C ⊔ LinearMap.range B := by
    ext t
    rw [Submodule.mem_sup]
    constructor
    · rintro ⟨x, rfl⟩
      exact ⟨C x.1, ⟨x.1, rfl⟩, -(B x.2), ⟨-x.2, map_neg B x.2⟩,
        by simp [mismatch, sub_eq_add_neg]⟩
    · rintro ⟨_, ⟨p, rfl⟩, _, ⟨w, rfl⟩, rfl⟩
      exact ⟨(p, -w), by simp [mismatch]⟩
  have h := LinearMap.finrank_range_add_finrank_ker (mismatch C B)
  rw [hr, Module.finrank_prod] at h
  rw [add_comm]
  exact h
```

If $T$ is finite-dimensional too, matching removes exactly $\dim T$ degrees of freedom if and only if the two ranges together have dimension $\dim T$, which means that they fill $T$.

```lean
/-- Matching removes exactly `dim T` degrees of freedom if and only if the boundary data of the
two regions together span all of `T`. -/
theorem finrank_matched_iff [FiniteDimensional ℂ P] [FiniteDimensional ℂ W]
    [FiniteDimensional ℂ T] (C : P →ₗ[ℂ] T) (B : W →ₗ[ℂ] T) :
    finrank ℂ (matched C B) + finrank ℂ T = finrank ℂ P + finrank ℂ W ↔
      LinearMap.range C ⊔ LinearMap.range B = ⊤ := by
  have h := finrank_matched_add_rank C B
  constructor
  · intro h'
    exact Submodule.eq_top_of_finrank_eq (by omega)
  · intro h'
    rw [h', finrank_top] at h
    exact h
```

This condition is weaker than surjectivity of $B$, and the difference shows when surjectivity fails. Let two sphere functions both have value $1$ and slope $0$, so that $Bc=(c_0+c_1,0)$. No right inverse exists, since no combination has a nonzero slope.

- For one wave with $Cp=(0,p)$, matching forces $p=0$ and $c_1=-c_0$. The dimension is $1=1+2-2$, so the count survives, but the wave cannot be augmented.
- For $Cp=(p,0)$, the only condition is $p=c_0+c_1$. The wave can be augmented, for instance with $c=(p,0)$, but the dimension is $2$ rather than $1$, so the count fails.

When $B$ is surjective, its range alone fills $T$. A right inverse exists: choose a preimage of each basis vector of $T$ and extend linearly. The next theorem combines this with the splitting and the count. For $T=\mathbb C^2$ it gives dimension $\dim P+\dim W-2$, stated as an addition to avoid subtraction of natural numbers.

```lean
/-- If the sphere functions reach all boundary data, right inverses `s` of `B` exist, each splits
the matched space into augmented waves and local orbitals, and the matched space has dimension
`dim P + dim W - dim T`. -/
theorem matched_structure [FiniteDimensional ℂ P] [FiniteDimensional ℂ W]
    [FiniteDimensional ℂ T] (C : P →ₗ[ℂ] T) (B : W →ₗ[ℂ] T) (hB : Function.Surjective B) :
    (∃ s : T →ₗ[ℂ] W, B ∘ₗ s = LinearMap.id) ∧
    (∀ s : T →ₗ[ℂ] W, B ∘ₗ s = LinearMap.id →
      augmented C s ⊔ localOrbitals P B = matched C B ∧
        Disjoint (augmented C s) (localOrbitals P B)) ∧
    finrank ℂ (matched C B) + finrank ℂ T = finrank ℂ P + finrank ℂ W := by
  have hr : LinearMap.range B = ⊤ := LinearMap.range_eq_top.2 hB
  refine ⟨LinearMap.exists_rightInverse_of_surjective B hr,
    fun s hs => matched_decomposition C B s hs, (finrank_matched_iff C B).2 ?_⟩
  rw [hr, sup_top_eq]
```

## Radial functions with value and slope

Now let $W=\mathbb C^n$ hold the coefficients of $n$ radial functions with boundary values $a_k$ and slopes $b_k$. Then

$$Bc=\Big(\sum_k a_kc_k,\ \sum_k b_kc_k\Big),$$

without complex conjugation. The numbers $a_k,b_k$ are arbitrary inputs; no radial Schrödinger equation is solved. Dimensions count coefficient vectors, which correspond one-to-one to functions when the radial functions are linearly independent.

```lean
/-- Value and slope at the sphere of a combination, with coefficients `c`, of `n` radial functions
that have boundary values `a` and boundary slopes `b`. -/
def radialBoundary {n : ℕ} (a b : Fin n → ℂ) : (Fin n → ℂ) →ₗ[ℂ] (Fin 2 → ℂ) where
  toFun c := ![a ⬝ᵥ c, b ⬝ᵥ c]
  map_add' c d := by
    ext k
    fin_cases k <;> simp [dotProduct_add]
  map_smul' r c := by
    ext k
    fin_cases k <;> simp [dotProduct_smul]
```

Suppose that two of the functions have a nonzero Wronskian at the sphere, $D=a_ib_j-a_jb_i\neq0$. Physically, their value-slope pairs are not proportional. Cramer's rule then reaches any data $(t_0,t_1)$ with

$$c_i=\frac{t_0b_j-t_1a_j}{D},\qquad c_j=\frac{a_it_1-b_it_0}{D},$$

and all other coefficients zero. Substitution gives $a_ic_i+a_jc_j=t_0$ and $b_ic_i+b_jc_j=t_1$. The two `linear_combination` steps check these identities.

```lean
/-- If two of the radial functions have a nonzero Wronskian at the sphere, every pair of value and
slope is reached. -/
theorem radialBoundary_surjective {n : ℕ} (a b : Fin n → ℂ) (i j : Fin n)
    (h : a i * b j - a j * b i ≠ 0) : Function.Surjective (radialBoundary a b) := by
  intro t
  have hw := mul_inv_cancel₀ h
  -- Cramer's rule for the two coefficients
  refine ⟨Pi.single i ((t 0 * b j - t 1 * a j) * (a i * b j - a j * b i)⁻¹) +
    Pi.single j ((a i * t 1 - b i * t 0) * (a i * b j - a j * b i)⁻¹), ?_⟩
  refine funext (Fin.forall_fin_two.2 ⟨?_, ?_⟩)
  · change a ⬝ᵥ _ = t 0
    rw [dotProduct_add, dotProduct_single, dotProduct_single]
    linear_combination t 0 * hw
  · change b ⬝ᵥ _ = t 1
    rw [dotProduct_add, dotProduct_single, dotProduct_single]
    linear_combination t 1 * hw
```

The range of $B$ therefore has dimension $2$, and rank-nullity leaves $n-2$ independent local orbitals. The matched dimension is $\dim P+n-2$. The hypothesis forces $i\ne j$, hence $n\ge2$; at $n=2$ there are no nonzero local orbitals.

For a finite LAPW basis in a single channel $(l,m)$, each radial function added to such a pair, for instance one at high energy, thus adds one local orbital to the count; it is a new function when the added radial function is linearly independent of those already present. How much it improves an energy or a band structure is a separate question.

```lean
/-- With `n` radial functions, two of them with nonzero Wronskian at the sphere, there are `n - 2`
independent local orbitals, and the matched space has dimension `dim P + n - 2`. -/
theorem radial_count [FiniteDimensional ℂ P] {n : ℕ} (C : P →ₗ[ℂ] (Fin 2 → ℂ))
    (a b : Fin n → ℂ) (i j : Fin n) (h : a i * b j - a j * b i ≠ 0) :
    finrank ℂ (LinearMap.ker (radialBoundary a b)) + 2 = n ∧
      finrank ℂ (matched C (radialBoundary a b)) + 2 = finrank ℂ P + n := by
  have hB := radialBoundary_surjective a b i j h
  have h1 := LinearMap.finrank_range_add_finrank_ker (radialBoundary a b)
  rw [LinearMap.range_eq_top.2 hB, finrank_top, Module.finrank_fin_fun,
    Module.finrank_fin_fun] at h1
  have h2 := (matched_structure C (radialBoundary a b) hB).2.2
  rw [Module.finrank_fin_fun, Module.finrank_fin_fun] at h2
  exact ⟨by omega, h2⟩
```

The three radial functions from the beginning have the right inverse $s(t_0,t_1)=(t_0,t_1,0)$, written as a $3\times2$ matrix in the code. The coefficients $(1,1,-1)$ give value $1-1=0$ and slope $1-1=0$. Both statements are checked component by component.

```lean
/-- Three radial functions with values `1, 0, 1` and slopes `0, 1, 1`: the first two supply a right
inverse of the boundary map, and the coefficients `1, 1, -1` give zero value and slope. -/
theorem right_inverse_witness :
    radialBoundary ![1, 0, 1] ![0, 1, 1] ∘ₗ
        Matrix.mulVecLin (!![1, 0; 0, 1; 0, 0] : Matrix (Fin 3) (Fin 2) ℂ) = LinearMap.id ∧
      radialBoundary ![1, 0, 1] ![0, 1, 1] ![1, 1, -1] = 0 := by
  constructor
  · refine LinearMap.ext fun t => ?_
    ext k
    fin_cases k <;>
      simp [radialBoundary, Matrix.mulVec, dotProduct, Fin.sum_univ_succ]
  · ext k
    fin_cases k <;> simp [radialBoundary, dotProduct, Fin.sum_univ_succ]

end

end LAPWMatching
```

```lean
#print axioms LAPWMatching.matched_structure
-- 'LAPWMatching.matched_structure' depends on axioms: [propext, Classical.choice, Quot.sound]
#print axioms LAPWMatching.radial_count
-- 'LAPWMatching.radial_count' depends on axioms: [propext, Classical.choice, Quot.sound]
```
